# Isolated quantum systems with finitely many levels: all expectation values share a period exactly when the energies lie on an evenly spaced grid

Q: I once propagated a three-level system with energies 0, 1 and \(\sqrt2\), with \(\hbar=1\). At \(T=10\pi\) everything seemed to have returned, so I stored that stretch of data and repeated it for later times. When the seventh repetition began, the beat between the levels 0 and \(\sqrt2\) was at the opposite extreme from my prediction. What condition should I have checked?

A: Whether the energies lie on a grid \(E_k=E_0+n_k\omega\), with integers \(n_k\) and a spacing \(\omega\) satisfying \(\omega T=2\pi\). Yours lie on no such grid. The gap 1 would need \(T=2\pi m\) and the gap \(\sqrt2\) would need \(\sqrt2\,T=2\pi m'\), which makes \(\sqrt2=m'/m\) rational. At \(10\pi\) the second beat had made about 7.07 turns, and seven excesses of 0.07 turn add up to about half a turn.

Q: Show me that the grid is sufficient.

A: Write \(U(t)=W\,\mathrm{diag}(e^{-iE_kt})\,W^\dagger\), where the columns of \(W\) are the energy eigenvectors. For each level,

\[
E_k(t+T)=E_kt+E_0T+n_k\omega T=E_kt+E_0T+2\pi n_k .
\]

Since \(e^{-2\pi i n_k}=1\), this gives

\[
e^{-iE_k(t+T)}=e^{-iE_0T}\,e^{-iE_kt}.
\]

The factor \(e^{-iE_0T}\) is the same for every level, so it comes out of the diagonal matrix and then out of the product:

\[
U(t+T)=e^{-iE_0T}\,U(t),\qquad e^{-iE_0T}=e^{-2\pi iE_0/\omega}.
\]

Now let \(\psi\) be the initial state, \(\varphi=U(t)\psi\) and \(c=e^{-iE_0T}\). The state at \(t+T\) is \(c\varphi\), and

\[
\langle c\varphi|A|c\varphi\rangle=\bar c\,c\,\langle\varphi|A|\varphi\rangle=\langle\varphi|A|\varphi\rangle .
\]

Q: So the vector itself need not return.

A: Correct. For finitely many levels \(E_k=(k+\tfrac12)\omega\), the factor is \(-1\): the vector changes sign after \(T\), and no expectation value registers it.

Q: Now the formal version. What is a quantum system there?

A: A finite index type `ι` labels the levels and also the coordinates of the state space.

In Lean 4 with Mathlib:

```lean
import Mathlib

open Matrix
open Complex (I)
open scoped Real

namespace ExactRevival

noncomputable section

variable {ι : Type*} [Fintype ι] [DecidableEq ι]
```

The Hamiltonian is built from real energies `E` and a matrix `W`. Real energies are what a Hermitian Hamiltonian has.

```lean
/-- The matrix `W diag(E_k) W†`. For unitary `W` it is the Hamiltonian with energies `E k` and
eigenvectors the columns of `W`. -/
def hamiltonian (W : Matrix ι ι ℂ) (E : ι → ℝ) : Matrix ι ι ℂ :=
  W * diagonal (fun k => (E k : ℂ)) * Wᴴ
```

The evolution operator is written down directly, with \(\hbar=1\).

```lean
/-- The matrix `U(t) = W diag(exp(-i E_k t)) W†`. For unitary `W` it is the evolution operator, in
units with `ħ = 1`. -/
def evolution (W : Matrix ι ι ℂ) (E : ι → ℝ) (t : ℝ) : Matrix ι ι ℂ :=
  W * diagonal (fun k => Complex.exp (-I * E k * t)) * Wᴴ
```

An expectation value is \(\langle\varphi|A|\varphi\rangle\), without division by \(\langle\varphi|\varphi\rangle\).

```lean
omit [DecidableEq ι] in
/-- The expectation value `⟨φ|A|φ⟩`. -/
def expectation (A : Matrix ι ι ℂ) (φ : ι → ℂ) : ℂ := star φ ⬝ᵥ (A *ᵥ φ)
```

The last definition is the matrix with a single 1 in row `j`, column `k`. Conjugated by a unitary `W`, it becomes \(|w_j\rangle\langle w_k|\), where \(w_j\) is column \(j\) of \(W\).

```lean
/-- The transition operator `|j⟩⟨k|` between two basis states. -/
def transition (j k : ι) : Matrix ι ι ℂ :=
  Matrix.of fun a b => if a = j then (if b = k then 1 else 0) else 0
```

Q: My first objection is that you defined `evolution` by a formula. Schrödinger's equation gives me \(e^{-itH}\), and I see no reason to accept your formula in its place.

A: The two are proved equal when \(W\) is unitary. By hand, \(W^\dagger=W^{-1}\), so

\[
e^{-itH}=e^{W\,\mathrm{diag}(-iE_kt)\,W^{-1}}=W\,e^{\mathrm{diag}(-iE_kt)}\,W^{-1}=W\,\mathrm{diag}(e^{-iE_kt})\,W^\dagger .
\]

The proof follows this line. `hH` puts the exponent in conjugated form, `Matrix.exp_conj` moves the conjugation outside, `Matrix.exp_diagonal` reduces the exponential to the diagonal, and `he` evaluates it entry by entry.

```lean
/-- For unitary `W` the evolution operator is the exponential `exp(-i t H)`. -/
theorem evolution_eq_exp {W : Matrix ι ι ℂ} (hW : W ∈ unitaryGroup ι ℂ)
    (E : ι → ℝ) (t : ℝ) :
    evolution W E t = NormedSpace.exp ((-I * t) • hamiltonian W E) := by
  have h1 : W * Wᴴ = 1 := mem_unitaryGroup_iff.mp hW
  have h2 : Wᴴ * W = 1 := mem_unitaryGroup_iff'.mp hW
  have hinv : W⁻¹ = Wᴴ := Matrix.inv_eq_right_inv h1
  have hu : IsUnit W := ⟨⟨W, Wᴴ, h1, h2⟩, rfl⟩
  have hd : (-I * (t : ℂ)) • diagonal (fun k => (E k : ℂ))
      = diagonal (fun k => -I * E k * t) := by
    rw [← Matrix.diagonal_smul]
    congr 1
    funext k
    simp only [Pi.smul_apply, smul_eq_mul]
    ring
  have hH : (-I * (t : ℂ)) • hamiltonian W E
      = W * diagonal (fun k => -I * E k * t) * W⁻¹ := by
    rw [hinv, ← hd, Matrix.mul_smul, Matrix.smul_mul, hamiltonian]
  -- the exponential acts on the eigenvalues
  have he : NormedSpace.exp (fun k => -I * (E k : ℂ) * t)
      = fun k => Complex.exp (-I * E k * t) := by
    funext k
    rw [Complex.exp_eq_exp_ℂ]
    exact NormedSpace.map_exp (Pi.evalRingHom (fun _ : ι => ℂ) k) (continuous_apply k) _
  rw [hH, Matrix.exp_conj _ _ hu, Matrix.exp_diagonal, he, hinv, evolution]
```

Q: And the revival itself?

A: The hypotheses are `hT`, which says \(\omega T=2\pi\), and `hE`, which says that the energies are on the grid. Physically, \(\omega\) is a grid spacing: the energy gaps, which are the angular frequencies of the beats, are all integer multiples of it. The equation in `hT` already excludes \(\omega=0\) and \(T=0\), and it lets the period be stated without a quotient.

```lean
/-- If `E_k = E0 + n_k ω` with integers `n_k` and `ω T = 2π`, then
`U(t + T) = exp(-i E0 T) U(t)`. -/
theorem exact_revival (W : Matrix ι ι ℂ) {E : ι → ℝ} {E0 ω T : ℝ} {n : ι → ℤ}
    (hT : ω * T = 2 * π) (hE : ∀ k, E k = E0 + n k * ω) (t : ℝ) :
    evolution W E (t + T) = Complex.exp (-I * E0 * T) • evolution W E t := by
  have hTc : (ω : ℂ) * T = 2 * π := by exact_mod_cast hT
  have hd : diagonal (fun k => Complex.exp (-I * E k * ((t + T : ℝ) : ℂ)))
      = Complex.exp (-I * E0 * T) • diagonal (fun k => Complex.exp (-I * E k * t)) := by
    rw [← Matrix.diagonal_smul]
    congr 1
    funext k
    simp only [Pi.smul_apply, smul_eq_mul]
    -- level k has gone through n k additional full turns
    rw [← Complex.exp_add, Complex.exp_eq_exp_iff_exists_int]
    refine ⟨-n k, ?_⟩
    rw [hE k]
    push_cast
    linear_combination (-I * (n k : ℂ)) * hTc
  rw [evolution, hd, Matrix.mul_smul, Matrix.smul_mul, evolution]
```

The proof compares the two diagonal matrices entry by entry. `Complex.exp_eq_exp_iff_exists_int` says that two exponentials agree when their exponents differ by an integer multiple of \(2\pi i\). The integer supplied is `-n k`, because level \(k\) has turned through \(-2\pi n_k\) beyond the common phase. `linear_combination` then checks the exponents using \(\omega T=2\pi\).

Q: Unitarity of `W` is missing from that theorem.

A: The calculation never used it. The common factor comes out of \(W\,D\,W^\dagger\) for any matrix \(W\). For the reading as quantum time evolution you do want \(W\) unitary.

The step from operators to measured averages takes two theorems. The first says that a factor \(c\) of modulus one leaves an expectation value unchanged, because \(\bar c\,c=1\).

```lean
omit [DecidableEq ι] in
/-- A global phase factor does not change an expectation value. -/
theorem expectation_phase (A : Matrix ι ι ℂ) (φ : ι → ℂ) {c : ℂ} (hc : ‖c‖ = 1) :
    expectation A (c • φ) = expectation A φ := by
  have h : star c * c = 1 := by
    rw [Complex.star_def, Complex.conj_mul', hc]
    norm_num
  unfold expectation
  rw [Matrix.mulVec_smul, star_smul, smul_dotProduct, dotProduct_smul, smul_smul, h, one_smul]
```

The second shows that \(e^{-iE_0T}\) has modulus one, since its exponent is a real number times \(i\), and then applies the revival and the phase lemma in turn.

```lean
/-- If `E_k = E0 + n_k ω` and `ω T = 2π`, every expectation value has period `T`. -/
theorem expectation_periodic (W : Matrix ι ι ℂ) {E : ι → ℝ} {E0 ω T : ℝ} {n : ι → ℤ}
    (hT : ω * T = 2 * π) (hE : ∀ k, E k = E0 + n k * ω)
    (A : Matrix ι ι ℂ) (ψ : ι → ℂ) (t : ℝ) :
    expectation A (evolution W E (t + T) *ᵥ ψ) = expectation A (evolution W E t *ᵥ ψ) := by
  have hc : ‖Complex.exp (-I * E0 * T)‖ = 1 := by
    have h : -I * (E0 : ℂ) * T = ((-(E0 * T) : ℝ) : ℂ) * I := by
      push_cast
      ring
    rw [h, Complex.norm_exp_ofReal_mul_I]
  have hs : ∀ (c : ℂ) (M : Matrix ι ι ℂ), (c • M) *ᵥ ψ = c • (M *ᵥ ψ) := by
    intro c M
    ext i
    simp [Matrix.mulVec, dotProduct, Finset.mul_sum, mul_assoc]
  rw [exact_revival W hT hE, hs, expectation_phase A _ hc]
```

Q: There `A` is any matrix and `ψ` any vector. I measure Hermitian observables in normalised states.

A: Those are included as special cases. If you prefer to divide by \(\langle\psi|\psi\rangle\) for a nonzero state, unitary evolution keeps that number constant, so the period is unaffected.

Q: So far you have shown that a grid is enough. Perhaps a spectrum off the grid could also give periodic averages.

A: It can for particular states: an energy eigenstate gives constant averages whatever the spectrum. It can't for all states and all observables at once. To see this, suppose that everything has period \(T\neq0\), and prepare the sum of all eigenvectors, \(\psi=\sum_a w_a\). It evolves into

\[
U(t)\psi=\sum_a x_a w_a,\qquad x_a=e^{-iE_at}.
\]

Measure \(B_{jk}=|w_j\rangle\langle w_k|+|w_k\rangle\langle w_j|\), which is Hermitian. Its expectation value is

\[
\bar x_jx_k+\bar x_kx_j=e^{i(E_j-E_k)t}+e^{-i(E_j-E_k)t}=2\cos\big((E_j-E_k)t\big).
\]

With \(d\) levels, the normalised state is \(\psi/\sqrt d\) and the signal is \(\tfrac2d\cos((E_j-E_k)t)\). Equating the values at \(t=0\) and \(t=T\) gives

\[
\cos\big((E_j-E_k)T\big)=1 .
\]

Fix one reference level \(k_0\). For every \(k\) there is then an integer \(n_k\) with \((E_k-E_{k_0})T=2\pi n_k\). Setting \(\omega=2\pi/T\) and \(E_0=E_{k_0}\) gives \(E_k=E_0+n_k\omega\).

Q: Where does the beat signal appear in the code?

A: In two stages. First comes the expectation value of a single transition operator, \(\bar x_jx_k\), for a vector given by its coordinates.

```lean
/-- The expectation value of `|j⟩⟨k|` in the state `x` is `conj(x_j) x_k`. -/
theorem expectation_transition (j k : ι) (x : ι → ℂ) :
    expectation (transition j k) x = star (x j) * x k := by
  have h : transition j k *ᵥ x = fun a => if a = j then x k else 0 := by
    funext a
    by_cases ha : a = j <;> simp [transition, Matrix.mulVec, dotProduct, ha]
  rw [expectation, h]
  simp [dotProduct]
```

Then comes the beat formula. In `quantum_beats`, the vector `W *ᵥ fun _ => 1` is the unnormalised sum of the eigenvectors.

```lean
/-- Quantum beats: in the equal (unnormalised) superposition of all eigenvectors, the observable
`|j⟩⟨k| + |k⟩⟨j|` of the eigenbasis has expectation value `2 cos((E_j - E_k) t)`. -/
theorem quantum_beats {W : Matrix ι ι ℂ} (hW : W ∈ unitaryGroup ι ℂ)
    (E : ι → ℝ) (j k : ι) (t : ℝ) :
    expectation (W * (transition j k + transition k j) * Wᴴ)
      (evolution W E t *ᵥ (W *ᵥ fun _ => 1))
      = ((2 * Real.cos ((E j - E k) * t) : ℝ) : ℂ) := by
  have h2 : Wᴴ * W = 1 := mem_unitaryGroup_iff'.mp hW
  -- pass to the eigenbasis, where each amplitude is a pure phase
  have hv : evolution W E t *ᵥ (W *ᵥ fun _ => 1)
      = W *ᵥ (fun a => Complex.exp (-I * E a * t)) := by
    have hx : (fun a => Complex.exp (-I * E a * t))
        = diagonal (fun a => Complex.exp (-I * E a * t)) *ᵥ (fun _ => (1 : ℂ)) := by
      funext a
      rw [Matrix.mulVec_diagonal, mul_one]
    rw [hx, Matrix.mulVec_mulVec, Matrix.mulVec_mulVec, evolution, Matrix.mul_assoc, h2,
      Matrix.mul_one]
  have hB : ∀ (B : Matrix ι ι ℂ) (x : ι → ℂ),
      expectation (W * B * Wᴴ) (W *ᵥ x) = expectation B x := by
    intro B x
    unfold expectation
    rw [Matrix.mulVec_mulVec, Matrix.mul_assoc (W * B), h2, Matrix.mul_one,
      Matrix.star_mulVec, ← Matrix.dotProduct_mulVec, Matrix.mulVec_mulVec,
      ← Matrix.mul_assoc, h2, Matrix.one_mul]
  have hadd : ∀ (A B : Matrix ι ι ℂ) (x : ι → ℂ),
      expectation (A + B) x = expectation A x + expectation B x := by
    intro A B x
    simp only [expectation, Matrix.add_mulVec, dotProduct_add]
  have hs : ∀ a, star (Complex.exp (-I * E a * t)) = Complex.exp (I * E a * t) := by
    intro a
    rw [Complex.star_def, ← Complex.exp_conj]
    simp
  have e1 : I * E j * t + -I * E k * t = (((E j - E k) * t : ℝ) : ℂ) * I := by
    push_cast
    ring
  have e2 : I * E k * t + -I * E j * t = -(((E j - E k) * t : ℝ) : ℂ) * I := by
    push_cast
    ring
  rw [hv, hB, hadd, expectation_transition, expectation_transition, hs j, hs k,
    ← Complex.exp_add, ← Complex.exp_add, e1, e2, Complex.ofReal_mul 2, Complex.ofReal_cos,
    Complex.cos, Complex.ofReal_ofNat]
  ring
```

Here `hv` computes the evolved state, and `hB` passes to the eigenbasis, where \(W\) disappears from the expectation value. Both use \(W^\dagger W=1\). `hadd` splits the observable into its two terms, and the remaining lines combine the two exponentials into a cosine.

Q: What happens if \(j=k\)?

A: The observable is \(2|w_j\rangle\langle w_j|\) and the formula gives the constant 2, as it should. A one-level system therefore has only constant averages, and its single energy lies on a grid of any spacing.

Q: Then read me the final theorem in words.

A: Let \(W\) be unitary, let the energies be real, and let \(T\neq0\). Every Hermitian observable has a \(T\)-periodic expectation value for every initial state if and only if there are real \(E_0\) and \(\omega\) and integers \(n_k\) with \(\omega T=2\pi\) and \(E_k=E_0+n_k\omega\) for all \(k\).

```lean
/-- For unitary `W` and `T ≠ 0`, all observables have `T`-periodic expectation values in all states
exactly when the energies are `E_k = E0 + n_k ω` with integers `n_k` and `ω T = 2π`. -/
theorem periodic_iff_commensurate {W : Matrix ι ι ℂ} (hW : W ∈ unitaryGroup ι ℂ)
    (E : ι → ℝ) {T : ℝ} (hT : T ≠ 0) :
    (∀ A : Matrix ι ι ℂ, A.IsHermitian → ∀ (ψ : ι → ℂ) (t : ℝ),
      expectation A (evolution W E (t + T) *ᵥ ψ) = expectation A (evolution W E t *ᵥ ψ)) ↔
    ∃ (E0 ω : ℝ) (n : ι → ℤ), ω * T = 2 * π ∧ ∀ k, E k = E0 + n k * ω := by
  constructor
  · intro h
    have htr : ∀ j k : ι, (transition j k)ᴴ = transition k j := by
      intro j k
      ext a b
      by_cases ha : a = k <;> by_cases hb : b = j <;> simp [transition, ha, hb]
    -- periodic beats force every gap to be a multiple of 2π / T
    have hcos : ∀ j k, Real.cos ((E j - E k) * T) = 1 := by
      intro j k
      have hH : (W * (transition j k + transition k j) * Wᴴ).IsHermitian := by
        unfold Matrix.IsHermitian
        rw [conjTranspose_mul, conjTranspose_mul, conjTranspose_conjTranspose,
          conjTranspose_add, htr, htr, add_comm (transition k j), Matrix.mul_assoc]
      have hp := h _ hH (W *ᵥ fun _ => 1) 0
      rw [quantum_beats hW, quantum_beats hW] at hp
      have hr := Complex.ofReal_inj.mp hp
      rw [zero_add, mul_zero, Real.cos_zero] at hr
      linarith
    rcases isEmpty_or_nonempty ι with hι | ⟨⟨k0⟩⟩
    · exact ⟨0, 2 * π / T, fun _ => 0, div_mul_cancel₀ _ hT, fun k => isEmptyElim k⟩
    · choose n hn using fun k => (Real.cos_eq_one_iff _).mp (hcos k k0)
      refine ⟨E k0, 2 * π / T, n, div_mul_cancel₀ _ hT, fun k => ?_⟩
      have hk : (n k : ℝ) * (2 * π / T) = E k - E k0 := by
        rw [← mul_div_assoc, hn k, mul_div_assoc, div_self hT, mul_one]
      linarith
  · rintro ⟨E0, ω, n, hω, hE⟩ A _ ψ t
    exact expectation_periodic W hω hE A ψ t

end

end ExactRevival
```

In the direction from periodicity to the grid, `htr` and `hH` establish that the beat observable is Hermitian, so the assumption applies to it. Taking it at time 0 yields `hcos`, the cosine condition. `Real.cos_eq_one_iff` supplies the integers, and `choose` collects them into a function `n`. An empty index type has no reference level to pick, so that case is settled separately. The opposite direction is `expectation_periodic`.

```lean
#print axioms ExactRevival.evolution_eq_exp
-- 'ExactRevival.evolution_eq_exp' depends on axioms: [propext, Classical.choice, Quot.sound]
#print axioms ExactRevival.periodic_iff_commensurate
-- 'ExactRevival.periodic_iff_commensurate' depends on axioms: [propext, Classical.choice, Quot.sound]
```

Q: Why exclude \(T=0\)?

A: Every signal repeats after a delay of zero, so the left side would always be true, while \(\omega\cdot0=2\pi\) has no solution. Negative \(T\) is allowed and goes with negative \(\omega\).

Q: Is \(T\) the shortest period?

A: Not necessarily. If all the \(n_k\) are even, half of \(T\) already works. The integers may also skip grid points or repeat, so unequal gaps and degenerate levels are both allowed.

Q: My oscillator has infinitely many levels, and my laser pulse makes \(H\) depend on time. Am I covered?

A: In neither case. The theorem concerns finitely many levels, a Hamiltonian constant in time, and no coupling to an environment. A truncated oscillator with equally spaced levels fits; the full one has infinitely many levels and an unbounded Hamiltonian, which the finite matrices here do not represent. The condition is also exact, so a spectrum that is only close to a grid gets no error estimate from it.

Q: And for my stored data?

A: For a closed, finite-level model with a time-independent Hamiltonian, the theorem tells you when one stretch of length \(T>0\) can be repeated for every observable and every initial state: all the energy gaps must be integer multiples of \(2\pi/T\). Your gap of \(\sqrt2\) failed that test at \(T=10\pi\), where the multiples are those of \(1/5\).
